# Hybrids orthogonal to the normalised hybrid that is largest at a point vanish at that point

## One hybrid aimed at a neighbour

A carbon atom has one s and three p orbitals in its valence shell, and a neighbouring atom sits in some direction from it. We mix the four orbitals into a normalised hybrid whose value at a chosen point towards the neighbour is as large as possible. Two questions follow. How large can that value be, and what do the remaining hybrids, orthogonal to the first, do at the same point?

For finitely many real orthonormal orbitals both answers are short. The square of the largest value is the sum of the squared orbitals at the point, and every hybrid orthogonal to the optimal one has a node there. For the angular s and p functions, this also fixes the angle between two orthogonal hybrids of this kind.

The result bears on localised orbitals: in a single determinant with finitely many real occupied orbitals of one spin, the occupied orbitals can be rotated so that one of them carries the whole density of that spin at a chosen point.

## Hybrids as coefficient vectors

Let $\varphi_k$ be real functions on a set of points, with $k$ in a finite index set. A hybrid with real coefficients $c_k$ has the value

$$f(x)=\sum_k c_k\,\varphi_k(x).$$

If $g$ is a second hybrid, with coefficients $d_k$, orthonormality of the $\varphi_k$ turns the overlap integral into

$$\langle f,g\rangle=\sum_k c_k d_k .$$

We also write $n(x)=\sum_k\varphi_k(x)^2$.

In Lean, the index set is the finite type `ι`, the points form the type `X`, and a hybrid is represented by its coefficient function `c : ι → ℝ`. Its value at `x` is `hybrid φ c x`, and $n(x)$ is `density φ x`. The overlap $\langle f,g\rangle$ is `overlap c d`, defined directly as the sum of products. Orthonormality is therefore a convention built into this definition. It stands for the physical condition that the overlap integrals of the $\varphi_k$ form the unit matrix; no integral appears, and `X` needs no geometry.

The condition `IsPeak φ x c` says that `c` is normalised and that no normalised hybrid has a larger value at `x`. It compares different hybrids at one point. It does not say that the hybrid, as a function of position, has its maximum at `x`.

The main theorem, `node_theorem`, reads: if `IsPeak φ x c` holds, then $f(x)^2=\sum_k\varphi_k(x)^2$, and every $g$ with $\langle f,g\rangle=0$ satisfies $g(x)=0$. A separate theorem, `isPeak_of_density_pos`, supplies such a hybrid wherever $n(x)>0$. Complex orbitals and infinite expansions are not covered.

## The largest value and the node

**The bound.** For a normalised hybrid, the Cauchy-Schwarz inequality gives

$$f(x)^2=\Big(\sum_k c_k\varphi_k(x)\Big)^2\le\sum_k c_k^2\,\sum_k\varphi_k(x)^2=n(x).$$

**The bound is reached.** Suppose that $n(x)>0$, and take the coefficients $a_k=\varphi_k(x)/\sqrt{n(x)}$. Then

$$\sum_k a_k^2=\frac{n(x)}{n(x)}=1,\qquad \sum_k a_k\varphi_k(x)=\frac{n(x)}{\sqrt{n(x)}}=\sqrt{n(x)}.$$

This hybrid is normalised and attains the bound, so every hybrid that is maximal at $x$ has the value $\sqrt{n(x)}$. If $n(x)=0$, the bound forces $f(x)=0$, which is again $\sqrt{n(x)}$.

**The coefficients.** Let $f$ be maximal at $x$, so that $f(x)^2=n(x)$. Expanding a sum of squares, we find

$$\sum_k\big(\varphi_k(x)-f(x)c_k\big)^2=n(x)-2f(x)\,f(x)+f(x)^2\sum_k c_k^2=n(x)-f(x)^2=0.$$

Each term is nonnegative, so each is zero, and $\varphi_k(x)=f(x)\,c_k$ for every $k$.

**The node.** For any hybrid $g$ with coefficients $d_k$,

$$g(x)=\sum_k d_k\varphi_k(x)=f(x)\sum_k c_kd_k=f(x)\,\langle f,g\rangle .$$

If $g$ is orthogonal to $f$, then $g(x)=0$.

**The converse.** Let $f$ be normalised with $f(x)\ge 0$, and let every hybrid orthogonal to $f$ vanish at $x$. Take any normalised $g$ and put $s=\langle f,g\rangle$. The hybrid $g-sf$ is orthogonal to $f$, because $\langle f,g-sf\rangle=s-s=0$. It therefore vanishes at $x$, so $g(x)=s\,f(x)$. Moreover,

$$0\le\sum_k(c_k-d_k)^2=1-2s+1,$$

so $s\le1$. Since $f(x)\ge0$, it follows that $g(x)\le f(x)$, and $f$ is maximal at $x$. If $f(x)>0$, the sign condition excludes $-f$, which has the same orthogonal hybrids as $f$ but is not maximal at $x$.

## The tetrahedral angle from s and p functions

Let $u=(u_0,u_1,u_2)$ be a unit vector. Up to the common factor $1/\sqrt{4\pi}$, the angular functions of the s and p orbitals are

$$\varphi_0=1,\qquad \varphi_1=\sqrt3\,u_0,\qquad \varphi_2=\sqrt3\,u_1,\qquad \varphi_3=\sqrt3\,u_2 .$$

For two unit vectors $u$ and $v$,

$$\sum_k\varphi_k(u)\varphi_k(v)=1+3\,u\cdot v .$$

With $v=u$ this gives $n(u)=4$, so a hybrid that is maximal at $u$ has the value $2$ there. With the factor restored, the value is $2/\sqrt{4\pi}=1/\sqrt\pi$. The factor changes neither the coefficients nor which hybrid is maximal.

Let $c$ be the coefficients of the hybrid maximal at $u$, and $d$ those of the hybrid maximal at $v$. Then $\varphi_k(u)=2c_k$ and $\varphi_k(v)=2d_k$, and

$$\sum_k c_kd_k=\frac{1+3\,u\cdot v}{4}.$$

The overlap is zero exactly when $u\cdot v=-1/3$, which is the tetrahedral angle of about $109.5^\circ$. The theorem `tetrahedral_angle` states this equivalence, with the unit lengths of `u` and `v` as hypotheses. It concerns angular functions only: radial parts, and the energies of the s and p levels, do not enter.

## Two orbitals that overlap

Suppose that the orbitals are normalised but not orthogonal. Take a space of two points, with the overlap of two functions defined as the sum of their products over the points, and let

$$\varphi_1=(1,0),\qquad \varphi_2=\tfrac{1}{\sqrt2}(1,1).$$

Their overlap is $1/\sqrt2$. They span all functions on the two points, so the largest value that a normalised function in the span can have at the first point is $1$, attained by $\varphi_1$. The sum of the squared orbitals there is $1+\tfrac12=\tfrac32$, so the formula for the largest value fails. The node survives in this example, since a function orthogonal to $(1,0)$ vanishes at the first point. The formula holds again once the overlapping orbitals are replaced by an orthonormal basis of their span.

## The Lean file

```lean
import Mathlib

open Finset

namespace HybridNodeTheorem

noncomputable section

variable {ι X : Type*} [Fintype ι]

/-- The hybrid orbital with coefficients `c` in the orbitals `φ`, evaluated at the point `x`. -/
def hybrid (φ : ι → X → ℝ) (c : ι → ℝ) (x : X) : ℝ := ∑ k, c k * φ k x

/-- The overlap of two hybrids, given by their coefficients in orbitals declared orthonormal. -/
def overlap (c d : ι → ℝ) : ℝ := ∑ k, c k * d k

/-- The sum of the squared orbitals at the point `x`. -/
def density (φ : ι → X → ℝ) (x : X) : ℝ := ∑ k, φ k x ^ 2

/-- The hybrid `c` is normalised and has the largest value at `x` among all normalised hybrids. -/
structure IsPeak (φ : ι → X → ℝ) (x : X) (c : ι → ℝ) : Prop where
  normalised : overlap c c = 1
  maximal : ∀ d : ι → ℝ, overlap d d = 1 → hybrid φ d x ≤ hybrid φ c x

/-- The square of a normalised hybrid at a point is at most the density of the orbitals there. -/
theorem hybrid_sq_le (φ : ι → X → ℝ) (x : X) (c : ι → ℝ) (hc : overlap c c = 1) :
    hybrid φ c x ^ 2 ≤ density φ x := by
  have h := Finset.sum_mul_sq_le_sq_mul_sq Finset.univ c (fun k => φ k x)
  have h1 : ∑ k, c k ^ 2 = 1 := by simpa [overlap, pow_two] using hc
  rw [h1, one_mul] at h
  exact h

/-- Where the density is positive, the orbital values divided by the root of the density are the
coefficients of a peak hybrid, and its value there is the root of the density. -/
theorem isPeak_of_density_pos (φ : ι → X → ℝ) (x : X) (hn : 0 < density φ x) :
    IsPeak φ x (fun k => φ k x / Real.sqrt (density φ x)) ∧
      hybrid φ (fun k => φ k x / Real.sqrt (density φ x)) x = Real.sqrt (density φ x) := by
  obtain ⟨s, hs⟩ : ∃ s, s = Real.sqrt (density φ x) := ⟨_, rfl⟩
  have hs0 : 0 < s := by rw [hs]; exact Real.sqrt_pos.2 hn
  have hss : s * s = density φ x := by rw [hs]; exact Real.mul_self_sqrt hn.le
  rw [← hs]
  have hnorm : overlap (fun k => φ k x / s) (fun k => φ k x / s) = 1 := by
    have h : overlap (fun k => φ k x / s) (fun k => φ k x / s) = density φ x / (s * s) := by
      simp only [overlap, density, Finset.sum_div]
      exact Finset.sum_congr rfl (fun k _ => by ring)
    rw [h, ← hss]
    exact div_self (mul_pos hs0 hs0).ne'
  have hval : hybrid φ (fun k => φ k x / s) x = s := by
    have h : hybrid φ (fun k => φ k x / s) x = density φ x / s := by
      simp only [hybrid, density, Finset.sum_div]
      exact Finset.sum_congr rfl (fun k _ => by ring)
    rw [h, ← hss, mul_div_assoc, div_self hs0.ne', mul_one]
  refine ⟨⟨hnorm, fun d hd => ?_⟩, hval⟩
  -- no normalised hybrid exceeds the Cauchy-Schwarz bound
  rw [hval, hs]
  exact (le_abs_self _).trans (Real.abs_le_sqrt (hybrid_sq_le φ x d hd))

/-- The value of a peak hybrid at its point is the square root of the density there. -/
theorem peak_value {φ : ι → X → ℝ} {x : X} {c : ι → ℝ} (h : IsPeak φ x c) :
    hybrid φ c x = Real.sqrt (density φ x) := by
  have hle := hybrid_sq_le φ x c h.normalised
  have hn : 0 ≤ density φ x := Finset.sum_nonneg (fun k _ => sq_nonneg _)
  rcases hn.eq_or_lt with h0 | hpos
  · -- all orbitals vanish at the point
    rw [← h0] at hle ⊢
    rw [Real.sqrt_zero]
    exact pow_eq_zero_iff two_ne_zero |>.1 (le_antisymm hle (sq_nonneg _))
  · obtain ⟨hp, hv⟩ := isPeak_of_density_pos φ x hpos
    apply le_antisymm
    · exact (le_abs_self _).trans (Real.abs_le_sqrt hle)
    · rw [← hv]
      exact h.maximal _ hp.normalised

/-- Each orbital value at the point is the value of the peak hybrid times its coefficient. -/
theorem peak_coeff {φ : ι → X → ℝ} {x : X} {c : ι → ℝ} (h : IsPeak φ x c) (k : ι) :
    φ k x = hybrid φ c x * c k := by
  have hexp : ∀ t : ℝ, ∑ j, (φ j x - t * c j) ^ 2
      = density φ x - 2 * t * hybrid φ c x + t ^ 2 * overlap c c := by
    intro t
    simp only [density, hybrid, overlap, Finset.mul_sum, ← Finset.sum_sub_distrib,
      ← Finset.sum_add_distrib]
    exact Finset.sum_congr rfl (fun j _ => by ring)
  have hsq : hybrid φ c x ^ 2 = density φ x := by
    rw [peak_value h]
    exact Real.sq_sqrt (Finset.sum_nonneg (fun j _ => sq_nonneg _))
  -- the squared deviations add up to zero, so each of them vanishes
  have h0 : ∑ j, (φ j x - hybrid φ c x * c j) ^ 2 = 0 := by
    rw [hexp, h.normalised, ← hsq]
    ring
  have hk := (Finset.sum_eq_zero_iff_of_nonneg (fun j _ => sq_nonneg _)).1 h0 k
    (Finset.mem_univ k)
  have hk' := (pow_eq_zero_iff two_ne_zero).1 hk
  linarith

/-- Node theorem: the square of a peak hybrid at its point equals the sum of the squared orbitals,
and every hybrid orthogonal to it vanishes at that point. -/
theorem node_theorem {φ : ι → X → ℝ} {x : X} {c : ι → ℝ} (h : IsPeak φ x c) :
    hybrid φ c x ^ 2 = ∑ k, φ k x ^ 2 ∧
      ∀ d : ι → ℝ, overlap c d = 0 → hybrid φ d x = 0 := by
  constructor
  · rw [peak_value h]
    exact Real.sq_sqrt (Finset.sum_nonneg (fun k _ => sq_nonneg _))
  · intro d hd
    -- the value of any hybrid is its overlap with the peak hybrid times the peak value
    have hv : hybrid φ d x = hybrid φ c x * overlap c d := by
      rw [overlap, Finset.mul_sum]
      refine Finset.sum_congr rfl (fun k _ => ?_)
      rw [peak_coeff h k]
      ring
    rw [hv, hd, mul_zero]

/-- Converse: a normalised hybrid that is nonnegative at `x`, and whose orthogonal hybrids all
vanish at `x`, has the largest value there among normalised hybrids. -/
theorem isPeak_of_nodes {φ : ι → X → ℝ} {x : X} {c : ι → ℝ} (hc : overlap c c = 1)
    (hpos : 0 ≤ hybrid φ c x) (hnode : ∀ d : ι → ℝ, overlap c d = 0 → hybrid φ d x = 0) :
    IsPeak φ x c := by
  refine ⟨hc, fun d hd => ?_⟩
  -- remove from `d` its component along `c`
  have ho : overlap c (fun k => d k - overlap c d * c k) = 0 := by
    have h : ∀ t : ℝ, overlap c (fun k => d k - t * c k) = overlap c d - t * overlap c c := by
      intro t
      simp only [overlap, Finset.mul_sum, ← Finset.sum_sub_distrib]
      exact Finset.sum_congr rfl (fun k _ => by ring)
    rw [h, hc]
    ring
  have hv : ∀ t : ℝ, hybrid φ (fun k => d k - t * c k) x = hybrid φ d x - t * hybrid φ c x := by
    intro t
    simp only [hybrid, Finset.mul_sum, ← Finset.sum_sub_distrib]
    exact Finset.sum_congr rfl (fun k _ => by ring)
  have h1 := hnode _ ho
  rw [hv] at h1
  -- the overlap of two normalised hybrids is at most one
  have h2 : ∑ k, (c k - d k) ^ 2 = overlap c c - 2 * overlap c d + overlap d d := by
    simp only [overlap, Finset.mul_sum, ← Finset.sum_sub_distrib, ← Finset.sum_add_distrib]
    exact Finset.sum_congr rfl (fun k _ => by ring)
  have h3 : 0 ≤ ∑ k, (c k - d k) ^ 2 := Finset.sum_nonneg (fun k _ => sq_nonneg _)
  have h4 : overlap c d ≤ 1 := by linarith
  nlinarith [mul_nonneg (sub_nonneg.2 h4) hpos]

/-- The angular parts of one s and three p orbitals as functions of a direction `u`, with the
common normalisation factor of the sphere left out. -/
def spShell (k : Fin 4) (u : Fin 3 → ℝ) : ℝ :=
  ![1, Real.sqrt 3 * u 0, Real.sqrt 3 * u 1, Real.sqrt 3 * u 2] k

/-- The s and p functions at two directions, multiplied and summed over the shell, give
one plus three times the scalar product of the directions. -/
theorem spShell_sum (u v : Fin 3 → ℝ) :
    ∑ k, spShell k u * spShell k v = 1 + 3 * (u 0 * v 0 + u 1 * v 1 + u 2 * v 2) := by
  have h3 : Real.sqrt 3 * Real.sqrt 3 = 3 := Real.mul_self_sqrt (by norm_num)
  rw [Fin.sum_univ_four]
  show (1 : ℝ) * 1 + (Real.sqrt 3 * u 0) * (Real.sqrt 3 * v 0)
    + (Real.sqrt 3 * u 1) * (Real.sqrt 3 * v 1)
    + (Real.sqrt 3 * u 2) * (Real.sqrt 3 * v 2) = _
  linear_combination (u 0 * v 0 + u 1 * v 1 + u 2 * v 2) * h3

/-- Two s-p hybrids that peak along the unit vectors `u` and `v` are orthogonal exactly when the
cosine of the angle between `u` and `v` is `-1/3`. -/
theorem tetrahedral_angle {u v : Fin 3 → ℝ} {c d : Fin 4 → ℝ}
    (hu : u 0 * u 0 + u 1 * u 1 + u 2 * u 2 = 1) (hv : v 0 * v 0 + v 1 * v 1 + v 2 * v 2 = 1)
    (hc : IsPeak spShell u c) (hd : IsPeak spShell v d) :
    overlap c d = 0 ↔ u 0 * v 0 + u 1 * v 1 + u 2 * v 2 = -1 / 3 := by
  -- the peak value is two in every direction
  have two : ∀ (w : Fin 3 → ℝ) (e : Fin 4 → ℝ), w 0 * w 0 + w 1 * w 1 + w 2 * w 2 = 1 →
      IsPeak spShell w e → hybrid spShell e w = 2 := by
    intro w e hw he
    have hn : density spShell w = 2 ^ 2 := by
      simp only [density, pow_two]
      rw [spShell_sum, hw]
      norm_num
    rw [peak_value he, hn]
    exact Real.sqrt_sq (by norm_num)
  have h4 : 4 * overlap c d = ∑ k, spShell k u * spShell k v := by
    rw [overlap, Finset.mul_sum]
    refine Finset.sum_congr rfl (fun k _ => ?_)
    rw [peak_coeff hc k, peak_coeff hd k, two u c hu hc, two v d hv hd]
    ring
  rw [spShell_sum] at h4
  constructor <;> intro h <;> linarith

end

end HybridNodeTheorem
```

```lean
#print axioms HybridNodeTheorem.node_theorem
-- 'HybridNodeTheorem.node_theorem' depends on axioms: [propext, Classical.choice, Quot.sound]
#print axioms HybridNodeTheorem.isPeak_of_nodes
-- 'HybridNodeTheorem.isPeak_of_nodes' depends on axioms: [propext, Classical.choice, Quot.sound]
#print axioms HybridNodeTheorem.tetrahedral_angle
-- 'HybridNodeTheorem.tetrahedral_angle' depends on axioms: [propext, Classical.choice, Quot.sound]
```

## How the proof follows the derivation

`hybrid_sq_le` is the bound. Mathlib's Cauchy-Schwarz inequality for finite sums, `Finset.sum_mul_sq_le_sq_mul_sq`, gives the product of two sums of squares, and normalisation replaces the first of them by one.

`isPeak_of_density_pos` shows that the bound is reached. The proof writes `s` for $\sqrt{n(x)}$ and records that `s` is positive and that its square is the density. The step `hnorm` checks the normalisation, and `hval` computes the value at the point. Maximality then follows from `hybrid_sq_le`, since a number whose square is at most $n(x)$ is itself at most $\sqrt{n(x)}$.

`peak_value` proves $f(x)=\sqrt{n(x)}$ for every peak hybrid. It splits into the two cases of the derivation. At zero density, the square of the value lies between zero and zero. At positive density, one inequality is the bound, and the other compares the given hybrid with the explicit one from the previous theorem.

`peak_coeff` proves $\varphi_k(x)=f(x)c_k$. The auxiliary identity `hexp` expands the sum of squares with an arbitrary number `t` in place of $f(x)$, and the value is inserted afterwards. This gives `h0`, the vanishing of the whole sum, and `Finset.sum_eq_zero_iff_of_nonneg` passes from the sum to its individual terms.

In `node_theorem`, the first conclusion is the square of `peak_value`. For the second, `hv` is the identity $g(x)=f(x)\langle f,g\rangle$, obtained by applying `peak_coeff` term by term. Setting the overlap to zero finishes the argument.

`isPeak_of_nodes` is the converse. The step `ho` shows that $g-sf$ is orthogonal to $f$, and `hv` evaluates that difference at the point. From the expansion `h2` and the nonnegativity `h3` comes `h4`, the bound $s\le1$. The final `nlinarith` receives the product $(1-s)f(x)\ge0$ and combines it with $g(x)=s\,f(x)$.

The last two theorems treat the s and p functions. `spShell_sum` writes out the four terms of the sum and uses $\sqrt3\cdot\sqrt3=3$. In `tetrahedral_angle`, the step `two` derives the peak value $2$ from `peak_value` and the unit length of the direction. The step `h4` then expresses four times the overlap as the sum over the shell, using `peak_coeff` for both hybrids. After `spShell_sum` has been inserted, both directions of the equivalence are linear arithmetic.
